# The energy of a Majumdar–Ghosh ring of N ≥ 3 spins is at least −3N/8

In a ring of spins 1/2 with antiferromagnetic coupling between nearest and next-nearest neighbours, three consecutive spins cannot all form singlets with one another. When the second coupling is half the first, this frustration gives a lower bound on the energy, triple by triple: −3/8 per spin, in units of the first coupling and with ħ = 1.

```lean
import Mathlib

open Finset

noncomputable section

namespace MajumdarGhoshProjectors

variable {ι : Type*} [DecidableEq ι]

/-- Wave functions of spins 1/2 on the sites `ι`: amplitudes of up/down configurations. -/
abbrev State (ι : Type*) := (ι → Bool) → ℂ

/-- The configuration with the spin at site `i` reversed. -/
def flipAt (i : ι) (σ : ι → Bool) : ι → Bool := Function.update σ i (!σ i)

/-- The x component of the spin at site `i`. -/
def spinX (i : ι) : Module.End ℂ (State ι) where
  toFun ψ σ := (1 / 2 : ℂ) * ψ (flipAt i σ)
  map_add' _ _ := funext fun _ => mul_add _ _ _
  map_smul' _ _ := funext fun _ => mul_left_comm _ _ _

/-- The y component of the spin at site `i`. -/
def spinY (i : ι) : Module.End ℂ (State ι) where
  toFun ψ σ := (if σ i = true then -Complex.I / 2 else Complex.I / 2) * ψ (flipAt i σ)
  map_add' _ _ := funext fun _ => mul_add _ _ _
  map_smul' _ _ := funext fun _ => mul_left_comm _ _ _

/-- The z component of the spin at site `i`. -/
def spinZ (i : ι) : Module.End ℂ (State ι) where
  toFun ψ σ := (if σ i = true then (1 / 2 : ℂ) else -1 / 2) * ψ σ
  map_add' _ _ := funext fun _ => mul_add _ _ _
  map_smul' _ _ := funext fun _ => mul_left_comm _ _ _

/-- The scalar product of the spins at sites `i` and `j`. -/
def spinDot (i j : ι) : Module.End ℂ (State ι) :=
  spinX i * spinX j + spinY i * spinY j + spinZ i * spinZ j

/-- The operator that swaps the spins at sites `i` and `j`. -/
def exchange (i j : ι) : Module.End ℂ (State ι) :=
  LinearMap.funLeft ℂ ℂ (fun σ : ι → Bool => σ ∘ Equiv.swap i j)

/-- The average of the six permutations of the spins at three distinct sites. -/
def quartet (i j k : ι) : Module.End ℂ (State ι) :=
  (1 / 6 : ℂ) • (1 + exchange i j + exchange j k + exchange i k
    + exchange i j * exchange j k + exchange j k * exchange i j)

lemma exchange_of_eq {i j : ι} {σ : ι → Bool} (h : σ i = σ j) (ψ : State ι) :
    exchange i j ψ σ = ψ σ := by
  change ψ (σ ∘ Equiv.swap i j) = ψ σ
  refine congrArg ψ (funext fun l => ?_)
  change σ (Equiv.swap i j l) = σ l
  simp only [Equiv.swap_apply_def]
  split_ifs <;> simp_all

/-- For two different sites, the scalar product of the spins is half the swap minus 1/4. -/
theorem spinDot_eq_exchange {i j : ι} (hij : i ≠ j) :
    spinDot i j = (1 / 2 : ℂ) • exchange i j - (1 / 4 : ℂ) • 1 := by
  refine LinearMap.ext fun ψ => funext fun σ => ?_
  have hj : flipAt i σ j = σ j := Function.update_of_ne hij.symm _ _
  change (1 / 2 : ℂ) * ((1 / 2 : ℂ) * ψ (flipAt j (flipAt i σ)))
    + (if σ i = true then -Complex.I / 2 else Complex.I / 2)
      * ((if flipAt i σ j = true then -Complex.I / 2 else Complex.I / 2)
        * ψ (flipAt j (flipAt i σ)))
    + (if σ i = true then (1 / 2 : ℂ) else -1 / 2)
      * ((if σ j = true then (1 / 2 : ℂ) else -1 / 2) * ψ σ)
    = (1 / 2 : ℂ) * exchange i j ψ σ - (1 / 4 : ℂ) * ψ σ
  rw [hj]
  by_cases h : σ i = σ j
  · -- parallel spins: the two flip terms cancel
    rw [exchange_of_eq h, ← h]
    generalize ψ (flipAt j (flipAt i σ)) = X
    split_ifs <;> linear_combination (X / 4) * Complex.I_sq
  · -- antiparallel spins: flipping both is the same as swapping them
    have hn : σ j = !σ i := by
      revert h
      cases σ i <;> cases σ j <;> simp
    have hf : flipAt j (flipAt i σ) = σ ∘ Equiv.swap i j := by
      funext l
      by_cases hlj : l = j
      · simp [flipAt, hlj, hij.symm, hn]
      · by_cases hli : l = i
        · simp [flipAt, hli, hij, hn]
        · simp [flipAt, hlj, hli, Equiv.swap_apply_of_ne_of_ne hli hlj]
    have hx : exchange i j ψ σ = ψ (flipAt j (flipAt i σ)) := by rw [hf]; rfl
    rw [hx, hn]
    generalize ψ (flipAt j (flipAt i σ)) = X
    cases σ i <;> simp only [Bool.not_true, Bool.not_false, Bool.false_eq_true, if_true,
      if_false] <;> linear_combination (-(X / 4)) * Complex.I_sq

lemma spinDot_self (i : ι) : spinDot i i = (3 / 4 : ℂ) • 1 := by
  refine LinearMap.ext fun ψ => funext fun σ => ?_
  have hi : flipAt i σ i = !σ i := Function.update_self _ _ _
  have hf : flipAt i (flipAt i σ) = σ := by simp [flipAt]
  change (1 / 2 : ℂ) * ((1 / 2 : ℂ) * ψ (flipAt i (flipAt i σ)))
    + (if σ i = true then -Complex.I / 2 else Complex.I / 2)
      * ((if flipAt i σ i = true then -Complex.I / 2 else Complex.I / 2)
        * ψ (flipAt i (flipAt i σ)))
    + (if σ i = true then (1 / 2 : ℂ) else -1 / 2)
      * ((if σ i = true then (1 / 2 : ℂ) else -1 / 2) * ψ σ) = (3 / 4 : ℂ) * ψ σ
  rw [hf, hi]
  cases σ i <;> simp only [Bool.not_true, Bool.not_false, Bool.false_eq_true, if_true,
    if_false] <;> linear_combination (-(ψ σ / 4)) * Complex.I_sq

lemma exchange_comm (i j : ι) : exchange j i = exchange i j := by
  unfold exchange
  rw [Equiv.swap_comm j i]

lemma exchange_sq (i j : ι) : exchange i j * exchange i j = 1 := by
  refine LinearMap.ext fun ψ => funext fun σ => ?_
  change ψ ((σ ∘ Equiv.swap i j) ∘ Equiv.swap i j) = ψ σ
  exact congrArg ψ (funext fun l => by simp)

lemma exchange_cancel (i j : ι) (X : Module.End ℂ (State ι)) :
    exchange i j * (exchange i j * X) = X := by
  rw [← mul_assoc, exchange_sq, one_mul]

lemma exchange_braid {i j k : ι} (hij : i ≠ j) (hjk : j ≠ k) (hik : i ≠ k) :
    exchange i j * (exchange j k * exchange i j) = exchange i k ∧
    exchange j k * (exchange i j * exchange j k) = exchange i k := by
  have h1 := hij.symm
  have h2 := hjk.symm
  have h3 := hik.symm
  constructor <;> refine LinearMap.ext fun ψ => funext fun σ => ?_
  · change ψ (((σ ∘ Equiv.swap i j) ∘ Equiv.swap j k) ∘ Equiv.swap i j)
      = ψ (σ ∘ Equiv.swap i k)
    refine congrArg ψ (funext fun l => congrArg σ ?_)
    by_cases a : l = i <;> by_cases b : l = j <;> by_cases c : l = k <;>
      simp_all [Equiv.swap_apply_def]
  · change ψ (((σ ∘ Equiv.swap j k) ∘ Equiv.swap i j) ∘ Equiv.swap j k)
      = ψ (σ ∘ Equiv.swap i k)
    refine congrArg ψ (funext fun l => congrArg σ ?_)
    by_cases a : l = i <;> by_cases b : l = j <;> by_cases c : l = k <;>
      simp_all [Equiv.swap_apply_def]

/-- For spins 1/2 at three distinct sites, the average of the six permutations is
one third of the sum of the three swaps. -/
theorem quartet_eq {i j k : ι} (hij : i ≠ j) (hjk : j ≠ k) (hik : i ≠ k) :
    quartet i j k = (1 / 3 : ℂ) • (exchange i j + exchange j k + exchange i k) := by
  obtain ⟨h1, h2⟩ := exchange_braid hij hjk hik
  -- the antisymmetriser vanishes, since two of the three spins agree
  have h : exchange i j + exchange j k + exchange i k
      = 1 + exchange i j * exchange j k + exchange j k * exchange i j := by
    refine LinearMap.ext fun ψ => funext fun σ => ?_
    change exchange i j ψ σ + exchange j k ψ σ + exchange i k ψ σ
      = ψ σ + exchange i j (exchange j k ψ) σ + exchange j k (exchange i j ψ) σ
    have hp : σ i = σ j ∨ σ j = σ k ∨ σ i = σ k := by
      cases σ i <;> cases σ j <;> cases σ k <;> simp
    rcases hp with e | e | e
    · have a : exchange j k * exchange i j = exchange i j * exchange i k := by
        rw [← h1, exchange_cancel]
      have a' : exchange j k (exchange i j ψ) = exchange i j (exchange i k ψ) :=
        LinearMap.congr_fun a ψ
      rw [a']
      simp only [exchange_of_eq e]
    · have a : exchange i j * exchange j k = exchange j k * exchange i k := by
        rw [← h2, exchange_cancel]
      have a' : exchange i j (exchange j k ψ) = exchange j k (exchange i k ψ) :=
        LinearMap.congr_fun a ψ
      rw [a']
      simp only [exchange_of_eq e]
      ring
    · have a : exchange i j * exchange j k = exchange i k * exchange i j := by
        rw [← h1, mul_assoc, mul_assoc, exchange_sq, mul_one]
      have b : exchange j k * exchange i j = exchange i k * exchange j k := by
        rw [← h2, mul_assoc, mul_assoc, exchange_sq, mul_one]
      have a' : exchange i j (exchange j k ψ) = exchange i k (exchange i j ψ) :=
        LinearMap.congr_fun a ψ
      have b' : exchange j k (exchange i j ψ) = exchange i k (exchange j k ψ) :=
        LinearMap.congr_fun b ψ
      rw [a', b']
      simp only [exchange_of_eq e]
      ring
  unfold quartet
  linear_combination (norm := module) (-(1 / 6 : ℂ)) • h

/-- For three distinct sites, `quartet` is idempotent. -/
theorem quartet_idem {i j k : ι} (hij : i ≠ j) (hjk : j ≠ k) (hik : i ≠ k) :
    quartet i j k * quartet i j k = quartet i j k := by
  obtain ⟨h1, h2⟩ := exchange_braid hij hjk hik
  have a : exchange i j * exchange i k = exchange j k * exchange i j := by
    rw [← h1, exchange_cancel]
  have b : exchange j k * exchange i k = exchange i j * exchange j k := by
    rw [← h2, exchange_cancel]
  -- each swap leaves the symmetrised state unchanged
  have hA : exchange i j * quartet i j k = quartet i j k := by
    unfold quartet
    rw [mul_smul_comm]
    congr 1
    simp only [mul_add, mul_one, exchange_sq, exchange_cancel, a, h1]
    abel
  have hB : exchange j k * quartet i j k = quartet i j k := by
    unfold quartet
    rw [mul_smul_comm]
    congr 1
    simp only [mul_add, mul_one, exchange_sq, exchange_cancel, b, h2]
    abel
  have hC : exchange i k * quartet i j k = quartet i j k := by
    rw [← h1, mul_assoc, mul_assoc, hA, hB, hA]
  calc quartet i j k * quartet i j k
      = ((1 / 3 : ℂ) • (exchange i j + exchange j k + exchange i k)) * quartet i j k := by
        rw [← quartet_eq hij hjk hik]
    _ = quartet i j k := by
        rw [smul_mul_assoc, add_mul, add_mul, hA, hB, hC]
        module

/-- For three distinct sites, the squared total spin is 15/4 on the range of `quartet`
and 3/4 on the range of its complement. -/
theorem total_spin_sq {i j k : ι} (hij : i ≠ j) (hjk : j ≠ k) (hik : i ≠ k) :
    (spinX i + spinX j + spinX k) ^ 2 + (spinY i + spinY j + spinY k) ^ 2
      + (spinZ i + spinZ j + spinZ k) ^ 2
      = (15 / 4 : ℂ) • quartet i j k + (3 / 4 : ℂ) • (1 - quartet i j k) := by
  have e : (spinX i + spinX j + spinX k) ^ 2 + (spinY i + spinY j + spinY k) ^ 2
      + (spinZ i + spinZ j + spinZ k) ^ 2
      = spinDot i i + spinDot j j + spinDot k k + (spinDot i j + spinDot j i)
        + (spinDot j k + spinDot k j) + (spinDot i k + spinDot k i) := by
    simp only [spinDot, pow_two, mul_add, add_mul]
    abel
  rw [e, spinDot_self, spinDot_self, spinDot_self, spinDot_eq_exchange hij,
    spinDot_eq_exchange hij.symm, spinDot_eq_exchange hjk, spinDot_eq_exchange hjk.symm,
    spinDot_eq_exchange hik, spinDot_eq_exchange hik.symm, exchange_comm i j,
    exchange_comm j k, exchange_comm i k, quartet_eq hij hjk hik]
  module

/-- The Majumdar-Ghosh Hamiltonian on a ring of `N` spins 1/2. -/
def hamiltonian (N : ℕ) [NeZero N] : Module.End ℂ (State (ZMod N)) :=
  ∑ i : ZMod N, (spinDot i (i + 1) + (1 / 2 : ℂ) • spinDot i (i + 2))

lemma sites_distinct {N : ℕ} (hN : 3 ≤ N) (i : ZMod N) :
    i ≠ i + 1 ∧ i + 1 ≠ i + 2 ∧ i ≠ i + 2 := by
  have h1 : (1 : ZMod N) ≠ 0 := fun h => by
    have := Nat.le_of_dvd (by norm_num)
      ((CharP.cast_eq_zero_iff (ZMod N) N 1).1 (by exact_mod_cast h))
    omega
  have h2 : (2 : ZMod N) ≠ 0 := fun h => by
    have := Nat.le_of_dvd (by norm_num)
      ((CharP.cast_eq_zero_iff (ZMod N) N 2).1 (by exact_mod_cast h))
    omega
  exact ⟨fun h => h1 (by linear_combination -h), fun h => h1 (by linear_combination -h),
    fun h => h2 (by linear_combination -h)⟩

/-- On a ring of at least three sites, the Majumdar-Ghosh Hamiltonian is 3/4 of the sum of
the projectors of consecutive triples onto total spin 3/2, minus 3N/8. -/
theorem hamiltonian_eq_projectors (N : ℕ) [NeZero N] (hN : 3 ≤ N) :
    hamiltonian N = (3 / 4 : ℂ) • ∑ i : ZMod N, quartet i (i + 1) (i + 2)
      - (3 * (N : ℂ) / 8) • 1 := by
  -- translation by one site
  have shift : ∑ i : ZMod N, spinDot (i + 1) (i + 2) = ∑ i : ZMod N, spinDot i (i + 1) := by
    rw [← Equiv.sum_comp (Equiv.addRight (1 : ZMod N)) (fun i => spinDot i (i + 1))]
    refine sum_congr rfl fun i _ => ?_
    change spinDot (i + 1) (i + 2) = spinDot (i + 1) (i + 1 + 1)
    rw [add_assoc, one_add_one_eq_two]
  -- one triple of sites
  have triple : ∀ i : ZMod N, spinDot i (i + 1) + spinDot (i + 1) (i + 2) + spinDot i (i + 2)
      = (3 / 2 : ℂ) • quartet i (i + 1) (i + 2) - (3 / 4 : ℂ) • 1 := fun i => by
    obtain ⟨a, b, c⟩ := sites_distinct hN i
    rw [spinDot_eq_exchange a, spinDot_eq_exchange b, spinDot_eq_exchange c, quartet_eq a b c]
    module
  calc hamiltonian N = (1 / 2 : ℂ) • ∑ i : ZMod N,
        (spinDot i (i + 1) + spinDot (i + 1) (i + 2) + spinDot i (i + 2)) := by
        unfold hamiltonian
        rw [sum_add_distrib, sum_add_distrib, sum_add_distrib, shift, ← smul_sum]
        module
    _ = _ := by
        rw [sum_congr rfl fun i _ => triple i, sum_sub_distrib, ← smul_sum, sum_const,
          card_univ, ZMod.card, ← Nat.cast_smul_eq_nsmul ℂ]
        module

/-- The squared norm of a wave function. -/
def weight [Fintype ι] (ψ : State ι) : ℝ := ∑ σ, Complex.normSq (ψ σ)

lemma weight_nonneg [Fintype ι] (ψ : State ι) : 0 ≤ weight ψ :=
  sum_nonneg fun _ _ => Complex.normSq_nonneg _

lemma star_dot_self [Fintype ι] (ψ : State ι) : star ψ ⬝ᵥ ψ = (weight ψ : ℂ) := by
  unfold weight
  rw [Complex.ofReal_sum]
  exact sum_congr rfl fun σ _ => Complex.normSq_eq_conj_mul_self.symm

lemma exchange_symm [Fintype ι] (i j : ι) (φ ψ : State ι) :
    star φ ⬝ᵥ exchange i j ψ = star (exchange i j φ) ⬝ᵥ ψ := by
  have hinv : Function.Involutive (fun σ : ι → Bool => σ ∘ Equiv.swap i j) :=
    fun σ => funext fun l => by simp
  refine Fintype.sum_equiv hinv.toPerm _ _ fun σ => ?_
  change star (φ σ) * ψ (σ ∘ Equiv.swap i j)
    = star (φ ((σ ∘ Equiv.swap i j) ∘ Equiv.swap i j)) * ψ (σ ∘ Equiv.swap i j)
  rw [show (σ ∘ Equiv.swap i j) ∘ Equiv.swap i j = σ from hinv σ]

lemma quartet_expectation [Fintype ι] {i j k : ι} (hij : i ≠ j) (hjk : j ≠ k) (hik : i ≠ k)
    (ψ : State ι) : star ψ ⬝ᵥ quartet i j k ψ = (weight (quartet i j k ψ) : ℂ) := by
  have hs : ∀ φ : State ι, star ψ ⬝ᵥ quartet i j k φ = star (quartet i j k ψ) ⬝ᵥ φ := by
    intro φ
    have h3 : star (1 / 3 : ℂ) = 1 / 3 := by simp
    rw [quartet_eq hij hjk hik]
    simp only [LinearMap.smul_apply, LinearMap.add_apply, dotProduct_smul, dotProduct_add,
      star_smul, star_add, smul_dotProduct, add_dotProduct, exchange_symm, h3]
  have hq : quartet i j k (quartet i j k ψ) = quartet i j k ψ :=
    LinearMap.congr_fun (quartet_idem hij hjk hik) ψ
  rw [← star_dot_self, ← hs, hq]

/-- On a ring of at least three sites, the energy expectation is 3/4 of the summed squared
norms of the spin-3/2 parts of consecutive triples, minus 3N/8 times the squared norm. -/
theorem energy_eq (N : ℕ) [NeZero N] (hN : 3 ≤ N) (ψ : State (ZMod N)) :
    star ψ ⬝ᵥ hamiltonian N ψ = ((3 / 4 * ∑ i : ZMod N, weight (quartet i (i + 1) (i + 2) ψ)
      - 3 * N / 8 * weight ψ : ℝ) : ℂ) := by
  have hsum : star ψ ⬝ᵥ (∑ i : ZMod N, quartet i (i + 1) (i + 2) ψ)
      = ∑ i : ZMod N, (weight (quartet i (i + 1) (i + 2) ψ) : ℂ) := by
    calc _ = ∑ i : ZMod N, star ψ ⬝ᵥ quartet i (i + 1) (i + 2) ψ := by
          simp only [dotProduct, Finset.sum_apply, mul_sum]
          exact sum_comm
      _ = _ := sum_congr rfl fun i _ => by
          obtain ⟨a, b, c⟩ := sites_distinct hN i
          exact quartet_expectation a b c ψ
  rw [hamiltonian_eq_projectors N hN]
  simp only [LinearMap.sub_apply, LinearMap.smul_apply, LinearMap.sum_apply,
    Module.End.one_apply, dotProduct_sub, dotProduct_smul, hsum, star_dot_self, smul_eq_mul]
  push_cast
  ring

/-- On a ring of at least three sites, the Majumdar-Ghosh energy is at least -3N/8 times the
squared norm of the state. -/
theorem energy_lower_bound (N : ℕ) [NeZero N] (hN : 3 ≤ N) (ψ : State (ZMod N)) :
    -(3 * N / 8) * weight ψ ≤ (star ψ ⬝ᵥ hamiltonian N ψ).re := by
  rw [energy_eq N hN, Complex.ofReal_re]
  have h : 0 ≤ ∑ i : ZMod N, weight (quartet i (i + 1) (i + 2) ψ) :=
    sum_nonneg fun _ _ => weight_nonneg _
  linarith

/-- On a ring of at least three sites, a state attains the bound exactly when no consecutive
triple has a spin-3/2 part. -/
theorem energy_eq_bound_iff (N : ℕ) [NeZero N] (hN : 3 ≤ N) (ψ : State (ZMod N)) :
    (star ψ ⬝ᵥ hamiltonian N ψ).re = -(3 * N / 8) * weight ψ ↔
      ∀ i : ZMod N, quartet i (i + 1) (i + 2) ψ = 0 := by
  rw [energy_eq N hN, Complex.ofReal_re]
  constructor
  · intro h i
    have h0 : ∑ i : ZMod N, weight (quartet i (i + 1) (i + 2) ψ) = 0 := by linarith
    -- a vanishing sum of squares vanishes term by term
    have hi := (sum_eq_zero_iff_of_nonneg fun _ _ => weight_nonneg _).1 h0 i (mem_univ i)
    funext σ
    exact Complex.normSq_eq_zero.1
      ((sum_eq_zero_iff_of_nonneg fun _ _ => Complex.normSq_nonneg _).1 hi σ (mem_univ σ))
  · intro h
    have h0 : ∑ i : ZMod N, weight (quartet i (i + 1) (i + 2) ψ) = 0 :=
      sum_eq_zero fun i _ => by rw [h i]; simp [weight]
    rw [h0]
    ring

end MajumdarGhoshProjectors
```

```lean
#print axioms MajumdarGhoshProjectors.total_spin_sq
#print axioms MajumdarGhoshProjectors.energy_lower_bound
#print axioms MajumdarGhoshProjectors.energy_eq_bound_iff
```

```
'MajumdarGhoshProjectors.total_spin_sq' depends on axioms: [propext, Classical.choice, Quot.sound]
'MajumdarGhoshProjectors.energy_lower_bound' depends on axioms: [propext, Classical.choice, Quot.sound]
'MajumdarGhoshProjectors.energy_eq_bound_iff' depends on axioms: [propext, Classical.choice, Quot.sound]
```

## The Hamiltonian and its bound

With $\hbar=1$ and unit nearest-neighbour coupling, `hamiltonian N` is

$$H=\sum_i\left(\mathbf S_i\cdot\mathbf S_{i+1}+\tfrac12\,\mathbf S_i\cdot\mathbf S_{i+2}\right).$$

The sites are elements of `ZMod N`, so indices wrap around. A `State` assigns a complex amplitude to each configuration, with `true` meaning spin up. It need not be normalised: `weight ψ` is $\|\psi\|^2$, and `star ψ ⬝ᵥ φ` is $\langle\psi|\varphi\rangle$.

Let $Q_i$ be `quartet i (i + 1) (i + 2)`, the projector of three consecutive spins onto total spin 3/2. For $N\ge3$, `hamiltonian_eq_projectors` and `energy_lower_bound` state

$$H=\tfrac34\sum_iQ_i-\tfrac{3N}8,\qquad \langle\psi|H|\psi\rangle\ge-\tfrac{3N}8\|\psi\|^2.$$

By `energy_eq_bound_iff`, equality holds exactly when every $Q_i\psi=0$. For even $N$ the dimerised states satisfy this: in a product of singlets on the sites (0,1), (2,3) and so on, every consecutive triple contains a singlet pair, so its total spin is 1/2. The Lean code does not construct these states.

The hypothesis `3 ≤ N` makes the three sites of each triple distinct. The sum is taken literally on small rings: at $N=3$ every pair has total coupling 3/2, and at $N=4$ each diagonal pair is counted twice.

For this finite ring at this one coupling ratio, no normalised trial state has an energy expectation below $-3/8$ per site. A sampled estimate of that expectation can still fall below this value through statistical noise.

## From spin products to swaps

Let $P_{ij}$ swap the spins at $i\ne j$. On a parallel configuration, the $x$ and $y$ terms of $\mathbf S_i\cdot\mathbf S_j$ cancel and the $z$ term gives $1/4$. On an antiparallel one, the first two add to half a swap and the third gives $-1/4$. Both cases are `spinDot_eq_exchange`:

$$\mathbf S_i\cdot\mathbf S_j=\tfrac12P_{ij}-\tfrac14.$$

For three distinct sites, `quartet` is the average $Q$ of all six permutations. Two of three spins 1/2 always agree, so the antisymmetriser vanishes:

$$1+P_{ij}P_{jk}+P_{jk}P_{ij}=P_{ij}+P_{jk}+P_{ik}.$$

Hence $Q=\frac13(P_{ij}+P_{jk}+P_{ik})$, which is `quartet_eq`. Each swap leaves $Q$ unchanged, so $Q^2=\frac13(3Q)=Q$ (`quartet_idem`). Since $\mathbf S_i^2=\frac34$,

$$(\mathbf S_i+\mathbf S_j+\mathbf S_k)^2=\tfrac94+2\left(\tfrac32Q-\tfrac34\right)=\tfrac{15}4Q+\tfrac34(1-Q).$$

This is `total_spin_sq`; the values $S(S+1)$ identify $Q$ as the spin-3/2 projector.

## Evaluating one configuration at a time

`exchange` is built with `LinearMap.funLeft`, which composes a function with a map of its argument: $(P_{ij}\psi)(\sigma)=\psi(\sigma\circ\mathrm{swap})$. If $\sigma_i=\sigma_j$, the leftmost $P_{ij}$ in a product therefore has no effect at $\sigma$, whatever follows it. In that case `quartet_eq` rewrites $P_{jk}P_{ij}$ as $P_{ij}P_{ik}$, and the terms match in pairs. The other two cases are similar.

## Summing the triples

In the sum over triples, each indexed term $\mathbf S_i\cdot\mathbf S_{i+1}$ appears twice and each $\mathbf S_i\cdot\mathbf S_{i+2}$ once, which is why the ratio 1/2 fits. For $N\ge5$ this says that a nearest-neighbour bond belongs to two consecutive triples and a next-nearest bond to one; on smaller rings some of these terms refer to the same pair. After a shift by one site (`shift`),

$$H=\tfrac12\sum_i\left(\tfrac32Q_i-\tfrac34\right)=\tfrac34\sum_iQ_i-\tfrac{3N}8.$$

Swaps are symmetric (`exchange_symm`), hence so is $Q_i$; with $Q_i^2=Q_i$ this gives $\langle\psi|Q_i\psi\rangle=\|Q_i\psi\|^2$ (`quartet_expectation`). Thus `energy_eq` reads

$$\langle\psi|H|\psi\rangle=\tfrac34\sum_i\|Q_i\psi\|^2-\tfrac{3N}8\|\psi\|^2.$$

Dropping the nonnegative sum gives the bound; equality forces every term to vanish.

## Three sites by hand

Take $N=3$ and $\psi=(|{\uparrow\downarrow\uparrow}\rangle-|{\downarrow\uparrow\uparrow}\rangle)/\sqrt2$, with sites 0, 1, 2. Applying the three swaps and adding gives

$$\tfrac1{\sqrt2}\big[(|{\downarrow\uparrow\uparrow}\rangle-|{\uparrow\downarrow\uparrow}\rangle)+(|{\uparrow\uparrow\downarrow}\rangle-|{\downarrow\uparrow\uparrow}\rangle)+(|{\uparrow\downarrow\uparrow}\rangle-|{\uparrow\uparrow\downarrow}\rangle)\big]=0.$$

So $Q_i\psi=0$ for every $i$, and the energy is $-9/8$. For $|{\uparrow\uparrow\uparrow}\rangle$ each $Q_i$ acts as 1, and the energy is $\frac94-\frac98=\frac98$.
